# Any polynomial fit of degree at most 3 to the cut |x| through a conical intersection is off by at least R/8 somewhere on [−R, R]

Along a straight line through a conical intersection, the upper energy surface is modelled here as |x|, with unit slope and with the crossing at x = 0 and energy zero. The theorem `cut_error_ge` says that for R > 0 every real polynomial of degree at most 3 differs from |x| by at least R/8 at some point of [−R, R]. The proof supposes instead that the error is below R/8 on the whole interval. The earlier lemma `cut_fit_forced` then makes the polynomial equal to t²/R + R/8 at every t, so its error at the crossing is exactly R/8, which contradicts the supposition.

The failing Lean file:

```lean
import Mathlib

open Polynomial

namespace CutErrorGe

noncomputable section

/-- For `R > 0`, a polynomial of degree at most 3 that stays within `R / 8` of `|x|` on
`[-R, R]` takes the value `t ^ 2 / R + R / 8` at every `t`. -/
theorem cut_fit_forced {R : ℝ} (hR : 0 < R) {p : ℝ[X]} (hp : p.natDegree ≤ 3)
    (hb : ∀ x ∈ Set.Icc (-R) R, |p.eval x - (|x|)| ≤ R / 8) (t : ℝ) :
    p.eval t = t ^ 2 / R + R / 8 := by
  have hc : ∀ x, p.eval x = p.coeff 0 + p.coeff 1 * x + p.coeff 2 * x ^ 2
      + p.coeff 3 * x ^ 3 := fun x => by
    rw [eval_eq_sum_range' (show p.natDegree < 4 by omega) x]
    simp [Finset.sum_range_succ]
  -- the fourth difference of a cubic vanishes
  have hd : p.eval (-R) - 4 * p.eval (-(R / 2)) + 6 * p.eval 0 - 4 * p.eval (R / 2)
      + p.eval R = 0 := by
    simp only [hc]
    ring
  have a1 : |R| = R := abs_of_pos hR
  have a2 : |R / 2| = R / 2 := abs_of_pos (by linarith)
  have h1 := (abs_le.1 (hb (-R) ⟨by linarith, by linarith⟩)).2
  have h2 := (abs_le.1 (hb (-(R / 2)) ⟨by linarith, by linarith⟩)).1
  have h3 := (abs_le.1 (hb 0 ⟨by linarith, by linarith⟩)).2
  have h4 := (abs_le.1 (hb (R / 2) ⟨by linarith, by linarith⟩)).1
  have h5 := (abs_le.1 (hb R ⟨by linarith, by linarith⟩)).2
  simp only [abs_neg, abs_zero, a1, a2] at h1 h2 h3 h4 h5
  -- so the error must alternate between R/8 and -R/8 at the five nodes
  have e1 : p.eval (-R) = 9 * R / 8 := by linarith
  have e2 : p.eval (-(R / 2)) = 3 * R / 8 := by linarith
  have e3 : p.eval 0 = R / 8 := by linarith
  have e4 : p.eval (R / 2) = 3 * R / 8 := by linarith
  have e5 : p.eval R = 9 * R / 8 := by linarith
  simp only [hc] at e1 e2 e3 e4 e5
  -- these values fix the four coefficients
  have k0 : p.coeff 0 = R / 8 := by linear_combination e3
  have m3 : p.coeff 3 * R ^ 3 = 0 := by
    linear_combination (2 / 3) * e5 - (2 / 3) * e1 - (4 / 3) * e4 + (4 / 3) * e2
  have k3 : p.coeff 3 = 0 := (mul_eq_zero.1 m3).resolve_right (pow_ne_zero 3 hR.ne')
  have m1 : p.coeff 1 * R = 0 := by linear_combination (1 / 2) * e5 - (1 / 2) * e1 - m3
  have k1 : p.coeff 1 = 0 := (mul_eq_zero.1 m1).resolve_right hR.ne'
  have m2 : p.coeff 2 * R = 1 := mul_right_cancel₀ hR.ne'
    (by linear_combination (1 / 2) * e5 + (1 / 2) * e1 - e3)
  rw [hc, k0, k1, eq_div_of_mul_eq hR.ne' m2, k3]
  ring

/-- For `R > 0`, every polynomial of degree at most 3 misses the cut `|x|` through the cone
by at least `R / 8` somewhere on `[-R, R]`. -/
theorem cut_error_ge {R : ℝ} (hR : 0 < R) {p : ℝ[X]} (hp : p.natDegree ≤ 3) :
    ∃ x ∈ Set.Icc (-R) R, R / 8 ≤ |p.eval x - (|x|)| := by
  by_contra hcon
  have key : ∀ x ∈ Set.Icc (-R) R, |p.eval x - (|x|)| < R / 8 :=
    fun x hx => lt_of_not_ge fun h => hcon ⟨x, hx, h⟩
  -- a better fit would still be forced to have error R/8 at the intersection
  have h0 := key 0 ⟨by linarith, hR.le⟩
  rw [cut_fit_forced hR hp (fun x hx => (key x hx).le) 0, abs_zero] at h0
  linarith [(abs_lt.1 h0).2]

end

end CutErrorGe
```

Lean reports:

```
Main.lean:60:2: error: linarith failed to find a contradiction
R : ℝ
hR : 0 < R
p : ℝ[X]
hp : p.natDegree ≤ 3
hcon : ¬∃ x ∈ Set.Icc (-R) R, R / 8 ≤ |eval x p - |x||
key : ∀ x ∈ Set.Icc (-R) R, |eval x p - |x|| < R / 8
h0 : |0 ^ 2 / R + R / 8 - 0| < R / 8
⊢ False
failed
```

Diagnosis. The one error is at the last step, where `linarith` finds no contradiction. Putting t = 0 into the formula from `cut_fit_forced` leaves the term `0 ^ 2 / R` in `h0`, and the inequality handed to `linarith` is `0 ^ 2 / R + R / 8 - 0 < R / 8`. This is false, but only because the quotient is zero. `linarith` doesn't work that out: it treats the division by the variable `R` as an unknown quantity, and the inequality then says only that this unknown is negative, which contradicts nothing else in the context.

The repair does the simplification first. `zero_pow two_ne_zero` turns `0 ^ 2` into `0`, and `zero_div` turns `0 / R` into `0`. What remains is `0 + R / 8 - 0 < R / 8`, which `linarith` refutes at once. The inequality is now named `h1` so that `rw` can act on it; it is the same fact that was passed to `linarith` before.

Fix (accepted with no message):

```diff
@@ -58,5 +58,7 @@
   have h0 := key 0 ⟨by linarith, hR.le⟩
   rw [cut_fit_forced hR hp (fun x hx => (key x hx).le) 0, abs_zero] at h0
-  linarith [(abs_lt.1 h0).2]
+  have h1 := (abs_lt.1 h0).2
+  rw [zero_pow two_ne_zero, zero_div] at h1
+  linarith
 
 end
```
